# For three spins 1/2, S² = 3/4 and Sz = 1/2 leave two independent states, which the pair spin separates

**Q:** Take two spins 1/2. At \(S_z=0\) there are two independent states, for instance \(\uparrow\downarrow-\downarrow\uparrow\) and \(\uparrow\downarrow+\downarrow\uparrow\), and \(\mathbf S^2\) tells them apart: 0 for the singlet, 2 for the triplet, in units of \(\hbar^2\). What goes wrong with a third spin?

**A:** Singlet and triplet pairs can each combine with the third spin to total spin 1/2. The total no longer records which pair state was used.

**Q:** Show me by hand, with \(\hbar=1\).

**A:** Let \(P_{ab}\) exchange spins \(a\) and \(b\). On parallel spins \(\mathbf S_a\cdot\mathbf S_b\) gives \(1/4\); on antiparallel ones it gives \(-1/4\) plus half the exchanged state. Hence \(2\,\mathbf S_a\cdot\mathbf S_b=P_{ab}-\tfrac12\). Each single spin has \(\mathbf S_a^2=3/4\), so

\[
(\mathbf S_1+\mathbf S_2)^2=\tfrac32+P_{12}-\tfrac12=1+P_{12},
\]
\[
\mathbf S^2=\tfrac94+P_{12}+P_{23}+P_{13}-\tfrac32=\tfrac34+P_{12}+P_{23}+P_{13}.
\]

Write \(\psi_{ijk}\) for the amplitudes, with 0 for up and 1 for down. \(S_z=1/2\) leaves only \(x=\psi_{100}\), \(y=\psi_{010}\) and \(z=\psi_{001}\). On each of these, the three exchanges together produce \(x+y+z\), so \(\mathbf S^2=3/4\) means \(x+y+z=0\). Two free amplitudes remain. In the order \((x,y,z)\), a basis is \(D=(-1,1,0)\) and \(T=(1,1,-2)\), and

\[
\psi=aD+bT,\qquad a=\frac{y-x}{2},\quad b=\frac{x+y}{2}.
\]

Since \(P_{12}\) swaps \(x\) and \(y\),

\[
(\mathbf S_1+\mathbf S_2)^2\psi=(x+y,\;x+y,\;2z)=2b\,T.
\]

The image stays in the space. An eigenvalue \(\mu\) requires \(\mu a=0\) and \((\mu-2)b=0\), so a nonzero state allows only \(\mu=0\), with \(D\), or \(\mu=2\), with \(T\).

**Q:** Numbers, please.

**A:** Take \((1,3,-4)\). Then \(a=1\), \(b=2\), and the squared pair spin gives \((4,4,-8)=4T\). The normalised basis states are \(D/\sqrt2\) and \(T/\sqrt6\), so the squared weights are \(2\) and \(24\) out of \(26\): after normalisation, the pair is a singlet with probability \(1/13\) and a triplet with probability \(12/13\).

**Q:** Does the Lean file speak about these spins, or merely about convenient exchange operators?

**A:** It starts from the spin matrices. `State` holds the eight complex amplitudes, and `spin` lists the x, y and z matrices as components 0, 1 and 2.

```lean
import Mathlib

open Module

namespace ThreeSpinMissingLabel

set_option maxHeartbeats 400000

noncomputable section

/-- Amplitudes of three spins 1/2 in the product basis; index 0 is up and 1 is down. -/
abbrev State := Fin 2 → Fin 2 → Fin 2 → ℂ

/-- The spin-1/2 matrices for the x, y and z components, in units of ħ. -/
def spin : Fin 3 → Matrix (Fin 2) (Fin 2) ℂ :=
  ![!![0, 1/2; 1/2, 0], !![0, -Complex.I/2; Complex.I/2, 0], !![1/2, 0; 0, -1/2]]
```

Each site operator applies a matrix to one index and leaves the other two alone.

```lean
/-- A one-spin operator acting on the first spin. -/
def site1 (A : Matrix (Fin 2) (Fin 2) ℂ) : End ℂ State where
  toFun ψ := fun i j k => ∑ l, A i l * ψ l j k
  map_add' ψ φ := by
    funext i j k
    simp only [Pi.add_apply, Fin.sum_univ_two]
    ring
  map_smul' c ψ := by
    funext i j k
    simp only [Pi.smul_apply, smul_eq_mul, RingHom.id_apply, Fin.sum_univ_two]
    ring

/-- A one-spin operator acting on the second spin. -/
def site2 (A : Matrix (Fin 2) (Fin 2) ℂ) : End ℂ State where
  toFun ψ := fun i j k => ∑ l, A j l * ψ i l k
  map_add' ψ φ := by
    funext i j k
    simp only [Pi.add_apply, Fin.sum_univ_two]
    ring
  map_smul' c ψ := by
    funext i j k
    simp only [Pi.smul_apply, smul_eq_mul, RingHom.id_apply, Fin.sum_univ_two]
    ring

/-- A one-spin operator acting on the third spin. -/
def site3 (A : Matrix (Fin 2) (Fin 2) ℂ) : End ℂ State where
  toFun ψ := fun i j k => ∑ l, A k l * ψ i j l
  map_add' ψ φ := by
    funext i j k
    simp only [Pi.add_apply, Fin.sum_univ_two]
    ring
  map_smul' c ψ := by
    funext i j k
    simp only [Pi.smul_apply, smul_eq_mul, RingHom.id_apply, Fin.sum_univ_two]
    ring
```

**Q:** And the squares?

**A:** They are sums over Cartesian components, with `*` meaning composition of operators. `doubletUp` is the intersection of two eigenspaces; its \(3/4\) is \(s(s+1)\) at \(s=1/2\).

```lean
/-- Component `a` of the pair spin S₁ + S₂. -/
def pairSpin (a : Fin 3) : End ℂ State := site1 (spin a) + site2 (spin a)

/-- Component `a` of the total spin S₁ + S₂ + S₃. -/
def totalSpin (a : Fin 3) : End ℂ State := pairSpin a + site3 (spin a)

/-- The squared pair spin (S₁ + S₂)². -/
def pairSq : End ℂ State := ∑ a, pairSpin a * pairSpin a

/-- The squared total spin S². -/
def totalSq : End ℂ State := ∑ a, totalSpin a * totalSpin a

/-- The states with S² = 3/4 and Sz = 1/2. -/
def doubletUp : Submodule ℂ State :=
  End.eigenspace totalSq (3/4) ⊓ End.eigenspace (totalSpin 2) (1/2)
```

The vectors \(D\) and \(T\) are `singletPair` and `tripletPair`, left unnormalised.

```lean
/-- The product state with the three given spin directions. -/
def ket (a b c : Fin 2) : State := fun i j k => if i = a ∧ j = b ∧ k = c then 1 else 0

/-- The unnormalised state ↑↓↑ − ↓↑↑, antisymmetric in spins 1 and 2. -/
def singletPair : State := ket 0 1 0 - ket 1 0 0

/-- The unnormalised state ↑↓↑ + ↓↑↑ − 2 ↑↑↓, symmetric in spins 1 and 2. -/
def tripletPair : State := ket 0 1 0 + ket 1 0 0 - (2 : ℂ) • ket 0 0 1
```

**Q:** Then the exchange formulas must be proved.

**A:** They are. The proofs expand the matrix sums, run through the index values and use \(i^2=-1\). The third lemma shows that \(S_z\) is diagonal.

```lean
/-- The squared pair spin is the identity plus the exchange of spins 1 and 2. -/
theorem pairSq_apply (ψ : State) (i j k : Fin 2) :
    pairSq ψ i j k = ψ i j k + ψ j i k := by
  simp only [pairSq, pairSpin, Fin.sum_univ_three, LinearMap.add_apply, End.mul_apply,
    Pi.add_apply, site1, site2, LinearMap.coe_mk, AddHom.coe_mk, Fin.sum_univ_two]
  fin_cases i <;> fin_cases j <;> simp [spin] <;> ring_nf <;>
    (try simp only [Complex.I_sq]) <;> ring

/-- The squared total spin is 3/4 plus the sum of the three pair exchanges. -/
theorem totalSq_apply (ψ : State) (i j k : Fin 2) :
    totalSq ψ i j k = 3/4 * ψ i j k + ψ j i k + ψ i k j + ψ k j i := by
  simp only [totalSq, totalSpin, pairSpin, Fin.sum_univ_three, LinearMap.add_apply,
    End.mul_apply, Pi.add_apply, site1, site2, site3, LinearMap.coe_mk, AddHom.coe_mk,
    Fin.sum_univ_two]
  fin_cases i <;> fin_cases j <;> fin_cases k <;> simp [spin] <;> ring_nf <;>
    (try simp only [Complex.I_sq]) <;> ring

/-- Total Sz multiplies each product-basis amplitude by the sum of the three projections. -/
theorem totalSz_apply (ψ : State) (i j k : Fin 2) :
    totalSpin 2 ψ i j k = (spin 2 i i + spin 2 j j + spin 2 k k) * ψ i j k := by
  simp only [totalSpin, pairSpin, LinearMap.add_apply, Pi.add_apply, site1, site2, site3,
    LinearMap.coe_mk, AddHom.coe_mk, Fin.sum_univ_two]
  fin_cases i <;> fin_cases j <;> fin_cases k <;>
    simp [spin, -mul_eq_mul_left_iff, -mul_eq_mul_right_iff] <;> ring
```

**Q:** Where do the constraints on the amplitudes enter?

**A:** In the next theorem. `h0` to `h4` remove five amplitudes, `hs` is \(x+y+z=0\), and the `refine` line supplies \(a\) and \(b\) as above. The converse checks both eigenvalue equations componentwise.

```lean
/-- The states with S² = 3/4 and Sz = 1/2 are the combinations of `singletPair` and
`tripletPair`. -/
theorem doubletUp_eq_span : doubletUp = Submodule.span ℂ {singletPair, tripletPair} := by
  have e0 : spin 2 0 0 = 1/2 := by simp [spin]
  have e1 : spin 2 1 1 = -1/2 := by simp [spin]
  ext ψ
  rw [Submodule.mem_span_pair, doubletUp, Submodule.mem_inf, End.mem_eigenspace_iff,
    End.mem_eigenspace_iff]
  constructor
  · rintro ⟨hS, hz⟩
    have z : ∀ i j k, (spin 2 i i + spin 2 j j + spin 2 k k) * ψ i j k = 1/2 * ψ i j k := by
      intro i j k
      have h := congrFun (congrFun (congrFun hz i) j) k
      simpa only [totalSz_apply, Pi.smul_apply, smul_eq_mul] using h
    -- Sz = 1/2 leaves only the amplitudes with one spin down
    have z0 := z 0 0 0
    have z1 := z 0 1 1
    have z2 := z 1 0 1
    have z3 := z 1 1 0
    have z4 := z 1 1 1
    simp only [e0, e1] at z0 z1 z2 z3 z4
    have h0 : ψ 0 0 0 = 0 := by linear_combination z0
    have h1 : ψ 0 1 1 = 0 := by linear_combination -z1
    have h2 : ψ 1 0 1 = 0 := by linear_combination -z2
    have h3 : ψ 1 1 0 = 0 := by linear_combination -z3
    have h4 : ψ 1 1 1 = 0 := by linear_combination (-1/2 : ℂ) * z4
    -- S² = 3/4 makes their sum vanish
    have s := congrFun (congrFun (congrFun hS 0) 0) 1
    simp only [totalSq_apply, Pi.smul_apply, smul_eq_mul] at s
    have hs : ψ 0 0 1 + ψ 0 1 0 + ψ 1 0 0 = 0 := by linear_combination s
    refine ⟨(ψ 0 1 0 - ψ 1 0 0) / 2, (ψ 0 1 0 + ψ 1 0 0) / 2, ?_⟩
    funext i j k
    fin_cases i <;> fin_cases j <;> fin_cases k <;>
      simp [singletPair, tripletPair, ket, h0, h1, h2, h3, h4] <;>
      first | ring1 | linear_combination (-1 : ℂ) * hs
  · rintro ⟨a, b, rfl⟩
    constructor
    · funext i j k
      rw [totalSq_apply]
      fin_cases i <;> fin_cases j <;> fin_cases k <;>
        simp [singletPair, tripletPair, ket, -mul_eq_mul_left_iff, -mul_eq_mul_right_iff] <;>
        ring
    · funext i j k
      rw [totalSz_apply]
      fin_cases i <;> fin_cases j <;> fin_cases k <;>
        simp [singletPair, tripletPair, ket, e0, e1, -mul_eq_mul_left_iff,
          -mul_eq_mul_right_iff] <;> ring
```

Independence follows from two amplitudes: \(\psi_{001}\) gives \(b=0\), then \(\psi_{010}\) gives \(a=0\).

```lean
/-- The states `singletPair` and `tripletPair` are linearly independent. -/
theorem pairStates_independent : LinearIndependent ℂ ![singletPair, tripletPair] := by
  refine LinearIndependent.pair_iff.2 fun a b h => ?_
  have h1 := congrFun (congrFun (congrFun h 0) 0) 1
  have h2 := congrFun (congrFun (congrFun h 0) 1) 0
  have hb : b = 0 := by simpa [singletPair, tripletPair, ket] using h1
  have hab : a + b = 0 := by simpa [singletPair, tripletPair, ket] using h2
  exact ⟨by linear_combination hab - hb, hb⟩
```

The next two lemmas are the action \(2b\,T\) and the conditions on \(\mu\), the latter by comparing coefficients.

```lean
/-- On a combination of the two states, (S₁ + S₂)² removes the `singletPair` part and doubles
the `tripletPair` part. -/
theorem pairSq_combination (a b : ℂ) :
    pairSq (a • singletPair + b • tripletPair) = (2 * b) • tripletPair := by
  funext i j k
  rw [pairSq_apply]
  fin_cases i <;> fin_cases j <;> fin_cases k <;>
    simp [singletPair, tripletPair, ket, -mul_eq_mul_left_iff, -mul_eq_mul_right_iff] <;> ring

/-- If a combination of the two states satisfies the eigenvalue equation of (S₁ + S₂)² with
value μ, then μ a = 0 and (μ − 2) b = 0 for its coefficients a and b. -/
theorem eigen_coefficients {a b μ : ℂ}
    (h : pairSq (a • singletPair + b • tripletPair) = μ • (a • singletPair + b • tripletPair)) :
    μ * a = 0 ∧ (μ - 2) * b = 0 := by
  rw [pairSq_combination] at h
  refine LinearIndependent.pair_iff.1 pairStates_independent _ _ ?_
  linear_combination (norm := module) (-1 : ℂ) • h
```

**Q:** Does the main theorem really say that the labels are incomplete?

**A:** Yes: `finrank` equal to 2 means two independent states share both labels. It also states invariance, and that a complex \(\mu\) has a nonzero eigenvector in the space exactly when it is 0 or 2.

```lean
/-- The states of three spins 1/2 with S² = 3/4 and Sz = 1/2 form a space of dimension 2;
(S₁ + S₂)² preserves it and has there exactly the eigenvalues 0 and 2. -/
theorem missing_label :
    finrank ℂ doubletUp = 2 ∧ (∀ ψ ∈ doubletUp, pairSq ψ ∈ doubletUp) ∧
      ∀ μ : ℂ, (∃ ψ ∈ doubletUp, ψ ≠ 0 ∧ pairSq ψ = μ • ψ) ↔ μ = 0 ∨ μ = 2 := by
  rw [doubletUp_eq_span]
  refine ⟨?_, ?_, fun μ => ⟨?_, ?_⟩⟩
  · have h := finrank_span_eq_card pairStates_independent
    rw [Matrix.range_cons, Matrix.range_cons, Matrix.range_empty, Set.union_empty,
      Set.singleton_union] at h
    rw [h, Fintype.card_fin]
  · intro ψ hψ
    obtain ⟨a, b, rfl⟩ := Submodule.mem_span_pair.1 hψ
    rw [pairSq_combination]
    exact Submodule.mem_span_pair.2 ⟨0, 2 * b, by module⟩
  · rintro ⟨ψ, hψ, hne, h⟩
    obtain ⟨a, b, rfl⟩ := Submodule.mem_span_pair.1 hψ
    obtain ⟨ha, hb⟩ := eigen_coefficients h
    by_contra hμ
    rw [not_or] at hμ
    -- any other eigenvalue would force both coefficients to vanish
    have ha0 : a = 0 := (mul_eq_zero.1 ha).resolve_left hμ.1
    have hb0 : b = 0 := (mul_eq_zero.1 hb).resolve_left (sub_ne_zero.2 hμ.2)
    exact hne (by rw [ha0, hb0]; module)
  · rintro (rfl | rfl)
    · refine ⟨singletPair, Submodule.mem_span_pair.2 ⟨1, 0, by module⟩,
        pairStates_independent.ne_zero (0 : Fin 2), ?_⟩
      have h := pairSq_combination 1 0
      simpa using h
    · refine ⟨tripletPair, Submodule.mem_span_pair.2 ⟨0, 1, by module⟩,
        pairStates_independent.ne_zero (1 : Fin 2), ?_⟩
      have h := pairSq_combination 0 1
      simpa using h
```

**Q:** Is the pair label enough to finish the job?

**A:** For this space, yes. Each value leaves the span of one vector, because the coefficient conditions eliminate the other.

```lean
/-- Within the space S² = 3/4, Sz = 1/2, each of the values 0 and 2 of (S₁ + S₂)² selects a
space of dimension 1. -/
theorem pair_label_resolves :
    finrank ℂ ↥(doubletUp ⊓ End.eigenspace pairSq 0) = 1 ∧
      finrank ℂ ↥(doubletUp ⊓ End.eigenspace pairSq 2) = 1 := by
  have h0 : doubletUp ⊓ End.eigenspace pairSq 0 = Submodule.span ℂ {singletPair} := by
    ext ψ
    rw [Submodule.mem_inf, End.mem_eigenspace_iff, doubletUp_eq_span, Submodule.mem_span_pair,
      Submodule.mem_span_singleton]
    constructor
    · rintro ⟨⟨a, b, rfl⟩, h⟩
      have hb : b = 0 := by linear_combination (-1/2 : ℂ) * (eigen_coefficients h).2
      exact ⟨a, by rw [hb]; module⟩
    · rintro ⟨a, rfl⟩
      refine ⟨⟨a, 0, by module⟩, ?_⟩
      have h := pairSq_combination a 0
      simpa using h
  have h2 : doubletUp ⊓ End.eigenspace pairSq 2 = Submodule.span ℂ {tripletPair} := by
    ext ψ
    rw [Submodule.mem_inf, End.mem_eigenspace_iff, doubletUp_eq_span, Submodule.mem_span_pair,
      Submodule.mem_span_singleton]
    constructor
    · rintro ⟨⟨a, b, rfl⟩, h⟩
      have ha : a = 0 := by linear_combination (1/2 : ℂ) * (eigen_coefficients h).1
      exact ⟨b, by rw [ha]; module⟩
    · rintro ⟨b, rfl⟩
      refine ⟨⟨0, b, by module⟩, ?_⟩
      have h := pairSq_combination 0 b
      rw [zero_smul, zero_add] at h
      rw [h, mul_smul]
  rw [h0, h2]
  exact ⟨finrank_span_singleton (pairStates_independent.ne_zero (0 : Fin 2)),
    finrank_span_singleton (pairStates_independent.ne_zero (1 : Fin 2))⟩

end

end ThreeSpinMissingLabel
```

```lean
#print axioms ThreeSpinMissingLabel.pairStates_independent
#print axioms ThreeSpinMissingLabel.missing_label
#print axioms ThreeSpinMissingLabel.pair_label_resolves
```

```
'ThreeSpinMissingLabel.pairStates_independent' depends on axioms: [propext, Classical.choice, Quot.sound]
'ThreeSpinMissingLabel.missing_label' depends on axioms: [propext, Classical.choice, Quot.sound]
'ThreeSpinMissingLabel.pair_label_resolves' depends on axioms: [propext, Classical.choice, Quot.sound]
```

**Q:** What is left out?

**A:** The \(S_z=-1/2\) partners of these states, the quartet, and any Hamiltonian. Without a Hamiltonian, nothing singles out the pair 12; it is a choice of coupling order. In electronic structure, this spin-only model of three sites describes the two independent doublet spin functions for three singly occupied orbitals, at fixed \(S_z=1/2\).
